# Pairing eigenvalues of a one-harmonic Hubbard vertex on an L×L momentum grid with L ≥ 3

## Three momenta in each direction

A periodic chain of three sites has the momenta \(0, 2\pi/3, 4\pi/3\). Their cosines are \(1, -\tfrac12, -\tfrac12\), which sum to 0 and have squares averaging \(\tfrac12\). The sines \(0, \tfrac{\sqrt3}{2}, -\tfrac{\sqrt3}{2}\) also sum to 0, with squares averaging \(\tfrac12\).

The pairing vertex defined in the next section contains the term \(-cU^2\cos(k_x+q_x)\), with constants \(c\) and \(U\). Average this term over \(q_x\) against a gap function, using

\[
\cos(k_x+q_x)=\cos k_x\cos q_x-\sin k_x\sin q_x .
\]

The gap function \(\cos q_x\) returns \(-\tfrac12cU^2\cos k_x\), and \(\sin q_x\) returns \(+\tfrac12cU^2\sin k_x\). The minus sign in the addition theorem separates the two channels.

## The vertex and its parameters

Consider a pair of opposite spins scattered from momenta \((\mathbf k,-\mathbf k)\) to \((\mathbf q,-\mathbf q)\). To second order in the Hubbard repulsion \(U\), its static vertex, irreducible in the particle-particle channel, is \(U+U^2\chi(\mathbf k+\mathbf q)\), where \(\chi\) is the static particle-hole susceptibility of the non-interacting electrons, per spin. Here \(\chi\) is postulated, not computed from a band:

\[
V(\mathbf k,\mathbf q)=U+U^2\bigl[x_0-c(\cos(k_x+q_x)+\cos(k_y+q_y))\bigr].
\]

The constant \(x_0\) is the momentum-averaged susceptibility. A positive \(c\) places its maximum at \((\pi,\pi)\), as for antiferromagnetic fluctuations. The pairing operator is

\[
(Pf)(\mathbf k)=\frac1{L^2}\sum_{\mathbf q}V(\mathbf k,\mathbf q)f(\mathbf q),
\]

and a negative eigenvalue means attraction. Within this one-harmonic model of the weakly coupled Hubbard model, a repulsion \(U>0\) thus produces an attractive d-wave channel when \(c>0\).

## What is proved

For \(L\ge3\) and all real \(U,x_0,c\):

| gap function | eigenvalue |
|---|---|
| \(\cos k_x-\cos k_y\) (d-wave) | \(-cU^2/2\) |
| \(\cos k_x+\cos k_y\) (extended s) | \(-cU^2/2\) |
| \(\sin k_x\) | \(+cU^2/2\) |
| \(\sin k_x\sin k_y\) | \(0\) |

The complete set of eigenvalues is \(\{0,\;U+U^2x_0,\;-cU^2/2,\;+cU^2/2\}\); multiplicities are not stated.

In Lean, a grid point is a pair in `Fin L × Fin L`, and `momentum n` is \(2\pi n/L\) with \(n=0,\dots,L-1\). `vertex` is \(V\) and `pairing` is \(P\). `IsChannel U x0 c f μ` says that the real function `f` is non-zero somewhere and satisfies \(Pf=\mu f\) at every grid point.

A separate theorem treats the band \(-2t(\cos k_x+\cos k_y)\) with \(t\ne0\), at arbitrary real momenta. The band changes sign under a shift by \((\pi,\pi)\), which is why its zero contour is the half-filled Fermi surface. There extended s vanishes and d-wave equals \(2\cos k_x\), so the contour distinguishes two channels that \(P\) leaves degenerate.

The average in \(P\) weights all momenta equally. It contains no energy denominators, temperature or Fermi-surface weight, so the eigenvalues do not determine a transition temperature.

## Derivation

**Harmonic sums.** Let \(z=e^{2\pi i/L}\) and \(0<m<L\). Then \(z^m\ne1\) but \((z^m)^L=1\), so

\[
\sum_{n=0}^{L-1}z^{mn}=\frac{1-z^{mL}}{1-z^m}=0 .
\]

The real and imaginary parts give vanishing sums of \(\cos(mk)\) and \(\sin(mk)\). With \(m=2\), allowed because \(L\ge3\), the double-angle formulas give

\[
\sum\cos^2k=\sum\sin^2k=\frac L2,\qquad \sum\sin k\cos k=0 .
\]

**Separation.** Write \(\langle g\rangle\) for the grid average of \(g(\mathbf q)\). The addition theorem gives

\[
\begin{aligned}
(Pf)(\mathbf k)={}&(U+U^2x_0)\langle f\rangle\\
&-cU^2\sum_{a=x,y}\bigl[\cos k_a\langle\cos q_a f\rangle-\sin k_a\langle\sin q_a f\rangle\bigr].
\end{aligned}
\]

**Eigenfunctions.** For \(f=1\) only the first term survives, with eigenvalue \(U+U^2x_0\). For \(f=\cos q_x\) the only non-zero overlap is \(\langle\cos^2q_x\rangle=\tfrac12\), giving \(-cU^2/2\); for \(f=\sin q_x\) it is \(\langle\sin^2q_x\rangle=\tfrac12\), giving \(+cU^2/2\). The \(y\) harmonics behave alike, and linearity gives d-wave and extended s. For \(f=\sin q_x\sin q_y\), every average contains a factor \(\sum\sin=0\), so \(Pf=0\).

None of these functions vanishes identically. Since \(0<2\pi/L<\pi\), \(\sin(2\pi/L)>0\), which settles both sine functions. D-wave is \(1-\cos(2\pi/L)>0\) at \((0,2\pi/L)\), and extended s is 2 at the origin.

**No other eigenvalue.** Let \(Pf=\mu f\), with \(\mu\) different from all four values. Since \(V(\mathbf k,\mathbf q)=V(\mathbf q,\mathbf k)\), any \(g\) with \(Pg=\nu g\) satisfies

\[
(\mu-\nu)\sum_{\mathbf k}g(\mathbf k)f(\mathbf k)=0 .
\]

Hence \(f\) is orthogonal to the constant and the four first harmonics. Separation then gives \(Pf=0\), so \(\mu f=0\). As \(\mu\ne0\), \(f\) vanishes everywhere, a contradiction.

**Fermi surface.** If \(t\ne0\) and the band energy is zero, then \(\cos k_y=-\cos k_x\). Substitution gives both form factors.

## The 2×2 grid

For \(L=2\) the momenta are \(0\) and \(\pi\), where \(\cos^2k=1\). The average \(\tfrac12\) becomes 1, and the d-wave eigenvalue is \(-cU^2\), twice the value on larger grids. Moreover, \(\sin k_x\) vanishes at every grid point and is no longer an eigenfunction.

## The Lean file

```lean
import Mathlib

open Finset

namespace WeakCouplingPairing

noncomputable section

/-- The `n`-th momentum `2πn/L` of a periodic chain of `L` sites. -/
def momentum {L : ℕ} (n : Fin L) : ℝ := 2 * Real.pi * (n : ℕ) / L

/-- The model pairing vertex, with a one-harmonic susceptibility, between the momenta `(kx, ky)` and
`(qx, qy)`. -/
def vertex (U x0 c kx ky qx qy : ℝ) : ℝ :=
  U + U ^ 2 * (x0 - c * (Real.cos (kx + qx) + Real.cos (ky + qy)))

/-- The pairing operator: the grid average of the vertex times a gap function. -/
def pairing {L : ℕ} (U x0 c : ℝ) (f : Fin L × Fin L → ℝ) (k : Fin L × Fin L) : ℝ :=
  (∑ q : Fin L × Fin L, vertex U x0 c (momentum k.1) (momentum k.2)
    (momentum q.1) (momentum q.2) * f q) / (L : ℝ) ^ 2

/-- `f` is a non-zero eigenfunction of the pairing operator with eigenvalue `μ`. -/
def IsChannel {L : ℕ} (U x0 c : ℝ) (f : Fin L × Fin L → ℝ) (μ : ℝ) : Prop :=
  (∃ k, f k ≠ 0) ∧ ∀ k, pairing U x0 c f k = μ * f k

/-- The d-wave form factor. -/
def dWave (kx ky : ℝ) : ℝ := Real.cos kx - Real.cos ky

/-- The extended s-wave form factor. -/
def extS (kx ky : ℝ) : ℝ := Real.cos kx + Real.cos ky

/-- The nearest-neighbour band of the square lattice with hopping `t`. -/
def band (t kx ky : ℝ) : ℝ := -2 * t * (Real.cos kx + Real.cos ky)

/-- The `m`-th cosine and sine harmonics sum to zero over the chain momenta if `0 < m < L`. -/
theorem harmonic_sums {L m : ℕ} (hm : 0 < m) (hmL : m < L) :
    ∑ n : Fin L, Real.cos (m * momentum n) = 0 ∧
    ∑ n : Fin L, Real.sin (m * momentum n) = 0 := by
  obtain ⟨z, hz⟩ : ∃ z, z = Complex.exp (2 * Real.pi * Complex.I / L) := ⟨_, rfl⟩
  have hp : IsPrimitiveRoot z L := by
    rw [hz]
    exact Complex.isPrimitiveRoot_exp L (by omega)
  have h1 : z ^ m ≠ 1 := fun h =>
    absurd (Nat.le_of_dvd hm (hp.dvd_of_pow_eq_one m h)) (by omega)
  have h3 : (z ^ m) ^ L = 1 := by
    rw [← pow_mul, mul_comm, pow_mul, hp.pow_eq_one, one_pow]
  -- the geometric sum of a non-trivial root of unity vanishes
  have h2 : ∑ i ∈ range L, (z ^ m) ^ i = 0 := by
    have h := mul_neg_geom_sum (z ^ m) L
    rw [h3, sub_self] at h
    exact (mul_eq_zero.mp h).resolve_left (sub_ne_zero.mpr h1.symm)
  rw [← Fin.sum_univ_eq_sum_range (fun i => (z ^ m) ^ i) L] at h2
  have h4 : ∑ n : Fin L, Complex.exp (((m * momentum n : ℝ) : ℂ) * Complex.I) = 0 := by
    refine Eq.trans (Finset.sum_congr rfl fun n _ => ?_) h2
    show _ = (z ^ m) ^ (n : ℕ)
    rw [hz, ← pow_mul, ← Complex.exp_nat_mul]
    congr 1
    simp only [momentum]
    push_cast
    ring
  constructor
  · have h := congrArg Complex.re h4
    simpa only [Complex.re_sum, Complex.exp_ofReal_mul_I_re, Complex.zero_re] using h
  · have h := congrArg Complex.im h4
    simpa only [Complex.im_sum, Complex.exp_ofReal_mul_I_im, Complex.zero_im] using h

/-- Sums of the first harmonics and of their products over a chain of at least three sites. -/
theorem grid_sums {L : ℕ} (hL : 3 ≤ L) :
    ∑ n : Fin L, Real.cos (momentum n) = 0 ∧ ∑ n : Fin L, Real.sin (momentum n) = 0 ∧
    ∑ n : Fin L, Real.cos (momentum n) * Real.cos (momentum n) = L / 2 ∧
    ∑ n : Fin L, Real.sin (momentum n) * Real.sin (momentum n) = L / 2 ∧
    ∑ n : Fin L, Real.sin (momentum n) * Real.cos (momentum n) = 0 := by
  obtain ⟨c1, s1⟩ := harmonic_sums (L := L) (m := 1) (by omega) (by omega)
  obtain ⟨c2, s2⟩ := harmonic_sums (L := L) (m := 2) (by omega) (by omega)
  simp only [Nat.cast_one, one_mul] at c1 s1
  simp only [Nat.cast_ofNat] at c2 s2
  refine ⟨c1, s1, ?_, ?_, ?_⟩
  · have h : ∀ n : Fin L, Real.cos (momentum n) * Real.cos (momentum n)
        = (1 + Real.cos (2 * momentum n)) / 2 := fun n => by
      rw [Real.cos_two_mul]; ring
    rw [Finset.sum_congr rfl fun n _ => h n, ← Finset.sum_div, Finset.sum_add_distrib, c2]
    simp
  · have h : ∀ n : Fin L, Real.sin (momentum n) * Real.sin (momentum n)
        = (1 - Real.cos (2 * momentum n)) / 2 := fun n => by
      rw [Real.cos_two_mul]
      linear_combination Real.sin_sq_add_cos_sq (momentum n)
    rw [Finset.sum_congr rfl fun n _ => h n, ← Finset.sum_div, Finset.sum_sub_distrib, c2]
    simp
  · have h : ∀ n : Fin L, Real.sin (momentum n) * Real.cos (momentum n)
        = Real.sin (2 * momentum n) / 2 := fun n => by
      rw [Real.sin_two_mul]; ring
    rw [Finset.sum_congr rfl fun n _ => h n, ← Finset.sum_div, s2, zero_div]

/-- The pairing operator sees a gap function only through its overlaps with the constant
and the four first harmonics. -/
theorem pairing_separable {L : ℕ} (U x0 c : ℝ) (f : Fin L × Fin L → ℝ) (k : Fin L × Fin L) :
    pairing U x0 c f k = ((U + U ^ 2 * x0) * ∑ q, f q - c * U ^ 2 *
      (Real.cos (momentum k.1) * ∑ q, Real.cos (momentum q.1) * f q
      - Real.sin (momentum k.1) * ∑ q, Real.sin (momentum q.1) * f q
      + (Real.cos (momentum k.2) * ∑ q, Real.cos (momentum q.2) * f q
      - Real.sin (momentum k.2) * ∑ q, Real.sin (momentum q.2) * f q))) / (L : ℝ) ^ 2 := by
  unfold pairing
  congr 1
  simp only [Finset.mul_sum, ← Finset.sum_add_distrib, ← Finset.sum_sub_distrib]
  refine Finset.sum_congr rfl fun q _ => ?_
  simp only [vertex, Real.cos_add]
  ring

/-- On a product `F(kx) G(ky)` the pairing operator reduces to sums over single chains. -/
theorem pairing_product {L : ℕ} (U x0 c : ℝ) (F G : Fin L → ℝ) (k : Fin L × Fin L) :
    pairing U x0 c (fun q => F q.1 * G q.2) k =
      ((U + U ^ 2 * x0) * ((∑ i, F i) * ∑ j, G j) - c * U ^ 2 *
      ((Real.cos (momentum k.1) * ∑ i, Real.cos (momentum i) * F i
      - Real.sin (momentum k.1) * ∑ i, Real.sin (momentum i) * F i) * (∑ j, G j)
      + (∑ i, F i) * (Real.cos (momentum k.2) * ∑ j, Real.cos (momentum j) * G j
      - Real.sin (momentum k.2) * ∑ j, Real.sin (momentum j) * G j))) / (L : ℝ) ^ 2 := by
  have key : ∀ A B : Fin L → ℝ,
      ∑ q : Fin L × Fin L, A q.1 * B q.2 = (∑ i, A i) * ∑ j, B j := fun A B => by
    simp only [Fintype.sum_prod_type, Finset.sum_mul_sum]
  have ex : ∀ A : Fin L → ℝ, ∑ q : Fin L × Fin L, A q.1 * (F q.1 * G q.2)
      = (∑ i, A i * F i) * ∑ j, G j := fun A => by
    rw [← key (fun i => A i * F i) G]
    exact Finset.sum_congr rfl fun q _ => by ring
  have ey : ∀ A : Fin L → ℝ, ∑ q : Fin L × Fin L, A q.2 * (F q.1 * G q.2)
      = (∑ i, F i) * ∑ j, A j * G j := fun A => by
    rw [← key F (fun j => A j * G j)]
    exact Finset.sum_congr rfl fun q _ => by ring
  rw [pairing_separable, key F G, ex (fun i => Real.cos (momentum i)),
    ex (fun i => Real.sin (momentum i)), ey (fun i => Real.cos (momentum i)),
    ey (fun i => Real.sin (momentum i))]
  ring

/-- Action of the pairing operator on the constant and on the four first harmonics. -/
theorem pairing_harmonics {L : ℕ} (hL : 3 ≤ L) (U x0 c : ℝ) (k : Fin L × Fin L) :
    pairing U x0 c (fun _ => 1) k = (U + U ^ 2 * x0) * 1 ∧
    pairing U x0 c (fun q => Real.cos (momentum q.1)) k
      = -(c * U ^ 2 / 2) * Real.cos (momentum k.1) ∧
    pairing U x0 c (fun q => Real.cos (momentum q.2)) k
      = -(c * U ^ 2 / 2) * Real.cos (momentum k.2) ∧
    pairing U x0 c (fun q => Real.sin (momentum q.1)) k
      = c * U ^ 2 / 2 * Real.sin (momentum k.1) ∧
    pairing U x0 c (fun q => Real.sin (momentum q.2)) k
      = c * U ^ 2 / 2 * Real.sin (momentum k.2) := by
  obtain ⟨c1, s1, c2, s2, sc⟩ := grid_sums hL
  have cs : ∑ n : Fin L, Real.cos (momentum n) * Real.sin (momentum n) = 0 := by
    rw [← sc]
    exact Finset.sum_congr rfl fun n _ => mul_comm _ _
  have hL0 : (L : ℝ) ≠ 0 := Nat.cast_ne_zero.mpr (by omega)
  have h1 := pairing_product U x0 c (fun _ : Fin L => 1) (fun _ => 1) k
  have h2 := pairing_product U x0 c (fun i : Fin L => Real.cos (momentum i)) (fun _ => 1) k
  have h3 := pairing_product U x0 c (fun _ => 1) (fun i : Fin L => Real.cos (momentum i)) k
  have h4 := pairing_product U x0 c (fun i : Fin L => Real.sin (momentum i)) (fun _ => 1) k
  have h5 := pairing_product U x0 c (fun _ => 1) (fun i : Fin L => Real.sin (momentum i)) k
  simp only [mul_one, one_mul, c1, s1, c2, s2, sc, cs, Finset.sum_const, Finset.card_univ,
    Fintype.card_fin, nsmul_eq_mul] at h1 h2 h3 h4 h5
  refine ⟨h1.trans ?_, h2.trans ?_, h3.trans ?_, h4.trans ?_, h5.trans ?_⟩ <;>
    field_simp <;> ring

/-- On a grid with `L ≥ 3`, d-wave and extended s-wave share the eigenvalue `-cU²/2`,
`sin kx` has `+cU²/2`, and `sin kx sin ky` has `0`. -/
theorem pairing_channels {L : ℕ} (hL : 3 ≤ L) (U x0 c : ℝ) :
    IsChannel (L := L) U x0 c (fun k => dWave (momentum k.1) (momentum k.2))
      (-(c * U ^ 2 / 2)) ∧
    IsChannel (L := L) U x0 c (fun k => extS (momentum k.1) (momentum k.2))
      (-(c * U ^ 2 / 2)) ∧
    IsChannel (L := L) U x0 c (fun k => Real.sin (momentum k.1)) (c * U ^ 2 / 2) ∧
    IsChannel (L := L) U x0 c
      (fun k => Real.sin (momentum k.1) * Real.sin (momentum k.2)) 0 := by
  -- the operator is linear and both cosines have eigenvalue `-cU²/2`, so it multiplies
  -- any mixture of them by that number
  have hcos : ∀ (a b : ℝ) (k : Fin L × Fin L), pairing U x0 c
      (fun q => a * Real.cos (momentum q.1) + b * Real.cos (momentum q.2)) k
      = -(c * U ^ 2 / 2) * (a * Real.cos (momentum k.1) + b * Real.cos (momentum k.2)) := by
    intro a b k
    obtain ⟨-, hx, hy, -, -⟩ := pairing_harmonics hL U x0 c k
    have hlin : pairing U x0 c
        (fun q => a * Real.cos (momentum q.1) + b * Real.cos (momentum q.2)) k
        = a * pairing U x0 c (fun q => Real.cos (momentum q.1)) k
        + b * pairing U x0 c (fun q => Real.cos (momentum q.2)) k := by
      simp only [pairing, Finset.sum_div, Finset.mul_sum, ← Finset.sum_add_distrib]
      exact Finset.sum_congr rfl fun q _ => by ring
    rw [hlin, hx, hy]
    ring
  -- the smallest non-zero momentum has a positive sine
  have hz : momentum (⟨0, by omega⟩ : Fin L) = 0 := by simp [momentum]
  have hs : 0 < Real.sin (momentum (⟨1, by omega⟩ : Fin L)) := by
    have h3 : (3 : ℝ) ≤ L := by exact_mod_cast hL
    have hm : momentum (⟨1, by omega⟩ : Fin L) = 2 * Real.pi / L := by simp [momentum]
    rw [hm]
    apply Real.sin_pos_of_pos_of_lt_pi
    · have := Real.pi_pos
      positivity
    · rw [div_lt_iff₀ (by linarith)]
      nlinarith [Real.pi_pos]
  refine ⟨⟨⟨(⟨0, by omega⟩, ⟨1, by omega⟩), ?_⟩, fun k => ?_⟩,
    ⟨⟨(⟨0, by omega⟩, ⟨0, by omega⟩), ?_⟩, fun k => ?_⟩,
    ⟨⟨(⟨1, by omega⟩, ⟨0, by omega⟩), hs.ne'⟩,
      fun k => (pairing_harmonics hL U x0 c k).2.2.2.1⟩,
    ⟨⟨(⟨1, by omega⟩, ⟨1, by omega⟩), (mul_pos hs hs).ne'⟩, fun k => ?_⟩⟩
  · simp only [dWave, hz, Real.cos_zero]
    intro h
    have h1 : Real.cos (momentum (⟨1, by omega⟩ : Fin L)) = 1 := by linarith
    have h2 := Real.sin_sq_add_cos_sq (momentum (⟨1, by omega⟩ : Fin L))
    rw [h1] at h2
    nlinarith [mul_pos hs hs]
  · simpa only [dWave, one_mul, neg_one_mul, ← sub_eq_add_neg] using hcos 1 (-1) k
  · simp only [extS, hz, Real.cos_zero]
    norm_num
  · simpa only [extS, one_mul] using hcos 1 1 k
  · obtain ⟨-, s1, -, -, -⟩ := grid_sums hL
    refine (pairing_product U x0 c (fun i => Real.sin (momentum i))
      (fun i => Real.sin (momentum i)) k).trans ?_
    simp only [s1]
    ring

/-- For `L ≥ 3` the eigenvalues of the pairing operator are exactly
`0`, `U + U²x0`, `-cU²/2` and `+cU²/2`. -/
theorem pairing_spectrum {L : ℕ} (hL : 3 ≤ L) (U x0 c μ : ℝ) :
    (∃ f : Fin L × Fin L → ℝ, IsChannel U x0 c f μ) ↔
      μ = 0 ∨ μ = U + U ^ 2 * x0 ∨ μ = -(c * U ^ 2 / 2) ∨ μ = c * U ^ 2 / 2 := by
  have har := pairing_harmonics hL U x0 c
  obtain ⟨hd, -, hsin, hss⟩ := pairing_channels hL U x0 c
  constructor
  · rintro ⟨f, ⟨p, hp⟩, hf⟩
    -- the vertex is symmetric: eigenfunctions of different eigenvalue are orthogonal
    have orth : ∀ (g : Fin L × Fin L → ℝ) (ν : ℝ),
        (∀ k, pairing U x0 c g k = ν * g k) → μ ≠ ν → ∑ k, g k * f k = 0 := by
      intro g ν hg hne
      have h : ∑ k, g k * pairing U x0 c f k = ∑ k, pairing U x0 c g k * f k := by
        simp only [pairing, Finset.mul_sum, Finset.sum_mul, Finset.sum_div]
        rw [Finset.sum_comm]
        refine Finset.sum_congr rfl fun k _ => Finset.sum_congr rfl fun q _ => ?_
        simp only [vertex, Real.cos_add]
        ring
      have ha : ∑ k, g k * pairing U x0 c f k = μ * ∑ k, g k * f k := by
        rw [Finset.mul_sum]
        exact Finset.sum_congr rfl fun k _ => by rw [hf]; ring
      have hb : ∑ k, pairing U x0 c g k * f k = ν * ∑ k, g k * f k := by
        rw [Finset.mul_sum]
        exact Finset.sum_congr rfl fun k _ => by rw [hg]; ring
      rw [ha, hb] at h
      have h2 : (μ - ν) * ∑ k, g k * f k = 0 := by linear_combination h
      exact (mul_eq_zero.mp h2).resolve_left (sub_ne_zero.mpr hne)
    by_contra hcon
    simp only [not_or] at hcon
    obtain ⟨n0, n1, n2, n3⟩ := hcon
    have e0 := orth (fun _ => 1) _ (fun k => (har k).1) n1
    simp only [one_mul] at e0
    have e1 : ∑ k : Fin L × Fin L, Real.cos (momentum k.1) * f k = 0 :=
      orth (fun k => Real.cos (momentum k.1)) _ (fun k => (har k).2.1) n2
    have e2 : ∑ k : Fin L × Fin L, Real.cos (momentum k.2) * f k = 0 :=
      orth (fun k => Real.cos (momentum k.2)) _ (fun k => (har k).2.2.1) n2
    have e3 : ∑ k : Fin L × Fin L, Real.sin (momentum k.1) * f k = 0 :=
      orth (fun k => Real.sin (momentum k.1)) _ (fun k => (har k).2.2.2.1) n3
    have e4 : ∑ k : Fin L × Fin L, Real.sin (momentum k.2) * f k = 0 :=
      orth (fun k => Real.sin (momentum k.2)) _ (fun k => (har k).2.2.2.2) n3
    have h := hf p
    rw [pairing_separable, e0, e1, e2, e3, e4] at h
    exact mul_ne_zero n0 hp (by linear_combination -h)
  · rintro (h | h | h | h) <;> rw [h]
    · exact ⟨_, hss⟩
    · exact ⟨fun _ => 1, ⟨(⟨0, by omega⟩, ⟨0, by omega⟩), one_ne_zero⟩, fun k => (har k).1⟩
    · exact ⟨_, hd⟩
    · exact ⟨_, hsin⟩

/-- On the 2×2 grid the d-wave form factor is an eigenfunction with eigenvalue `-cU²`. -/
theorem dWave_two_by_two (U x0 c : ℝ) :
    IsChannel (L := 2) U x0 c (fun k => dWave (momentum k.1) (momentum k.2))
      (-(c * U ^ 2)) := by
  have m0 : momentum (0 : Fin 2) = 0 := by simp [momentum]
  have m1 : momentum (1 : Fin 2) = Real.pi := by simp [momentum]
  refine ⟨⟨(0, 1), ?_⟩, fun k => ?_⟩
  · simp only [dWave, m0, m1, Real.cos_zero, Real.cos_pi]
    norm_num
  · rw [pairing_separable]
    simp only [Fintype.sum_prod_type, Fin.sum_univ_two, dWave, m0, m1, Real.cos_zero,
      Real.cos_pi, Real.sin_zero, Real.sin_pi]
    push_cast
    ring

/-- For `t ≠ 0`, the band changes sign under a shift by `(π, π)`, and wherever the band energy is
zero, extended s-wave vanishes and d-wave equals `2 cos kx`. -/
theorem half_filled_fermi_surface {t : ℝ} (ht : t ≠ 0) (kx ky : ℝ) :
    band t (kx + Real.pi) (ky + Real.pi) = -band t kx ky ∧
    (band t kx ky = 0 → extS kx ky = 0 ∧ dWave kx ky = 2 * Real.cos kx) := by
  constructor
  · simp only [band, Real.cos_add_pi]
    ring
  · intro h
    have hs : Real.cos kx + Real.cos ky = 0 :=
      (mul_eq_zero.mp h).resolve_left (mul_ne_zero (by norm_num) ht)
    refine ⟨hs, ?_⟩
    simp only [dWave]
    linear_combination -hs

end

end WeakCouplingPairing
```

```lean
#print axioms WeakCouplingPairing.pairing_harmonics
-- 'WeakCouplingPairing.pairing_harmonics' depends on axioms: [propext, Classical.choice, Quot.sound]
#print axioms WeakCouplingPairing.pairing_spectrum
-- 'WeakCouplingPairing.pairing_spectrum' depends on axioms: [propext, Classical.choice, Quot.sound]
#print axioms WeakCouplingPairing.dWave_two_by_two
-- 'WeakCouplingPairing.dWave_two_by_two' depends on axioms: [propext, Classical.choice, Quot.sound]
#print axioms WeakCouplingPairing.half_filled_fermi_surface
-- 'WeakCouplingPairing.half_filled_fermi_surface' depends on axioms: [propext, Classical.choice, Quot.sound]
```

## How the proof follows the derivation

`harmonic_sums` obtains \(z^m\ne1\) from `Complex.isPrimitiveRoot_exp`, cancels the factor \(1-z^m\) in the geometric sum, and takes real and imaginary parts. `grid_sums` applies it with \(m=1,2\) and rewrites the products by double-angle identities.

`pairing_separable` expands the vertex with `Real.cos_add`; `ring` compares the summands. `pairing_product` factorises the double sums for \(F(k_x)G(k_y)\), and `pairing_harmonics` inserts the chain sums.

In `pairing_channels`, `hcos` handles any combination \(a\cos k_x+b\cos k_y\); the choices \((1,-1)\) and \((1,1)\) give d-wave and extended s. The eigenvalue equations for \(\sin k_x\) and \(\sin k_x\sin k_y\) come from `pairing_harmonics` and `pairing_product`, and explicit grid points show that all four functions are non-zero.

In `pairing_spectrum`, `orth` is the symmetry argument: `Finset.sum_comm` exchanges the two momentum sums. Its five uses, `e0` to `e4`, remove every term of `pairing_separable`. The converse supplies an eigenfunction for each listed value.

`dWave_two_by_two` evaluates the four-point sum explicitly. `half_filled_fermi_surface` uses `Real.cos_add_pi` for the shift and cancels \(-2t\) on the zero contour.
